# The nuclear cusp condition fixes one exponent for the bonding sum of two equal Slater 1s functions

## Orbital, units and cusp condition

Two nuclei of equal charge $Z>0$ sit at distinct points $A$ and $B$, a distance $R=|A-B|$ apart. An electron occupies the bonding orbital

$$\psi(r)=e^{-a|r-A|}+e^{-a|r-B|},$$

with one common exponent $a$, often written $\zeta$. The question is which $a$ gives $\psi$ the correct cusp at both nuclei. Atomic units are used throughout.

Near a nucleus the potential $-Z/s$ diverges, where $s$ is the distance from that nucleus, and the kinetic energy has to cancel the divergence. This fixes the radial slope of the orbital at $-Z$ times its value. The tail of the other Slater function adds a smooth, direction-dependent slope, which is removed by averaging over opposite directions. The condition at $A$ is therefore, for every unit vector $u$,

$$\left.\frac{d}{ds}\right|_{s=0^+}\frac{\psi(A+su)+\psi(A-su)}{2}=-Z\,\psi(A).$$

The orbital is unnormalised, which does not matter here because both sides scale alike. For $a>0$ the normalised orbital is $\psi/\sqrt{2\pi(1+S)/a^3}$, with overlap $S=e^{-aR}(1+aR+a^2R^2/3)$.

## The exponent equation and its bounds

The cusp condition holds at both nuclei exactly when

$$a=Z\left(1+e^{-aR}\right).$$

For each $R>0$ this equation has exactly one real solution $a(R)$, and

$$Z\left(1+e^{-2ZR}\right)<a(R)<Z\left(1+e^{-ZR}\right),\qquad Z<a(R)<2Z.$$

The solution strictly decreases with $R$. It tends to $2Z$ as $R\to0^+$ and to $Z$ as $R\to\infty$.

## Use in variational Monte Carlo

In a variational Monte Carlo code for H$_2^+$ with this one-parameter orbital, the local energy near $A$ contains the term

$$\frac1s\left(\frac{a\,e^{-as}}{\psi}-Z\right).$$

It stays bounded as $s\to0$ only if $a=Z\,\psi(A)$, which is the exponent equation. A code that sets $a$ in this way removes the divergence of the local energy at the nuclei. The explicit bounds give a starting bracket for bisection, and uniqueness means that the root found is the only one. If the trial function also has a Jastrow factor with its own slope at the nuclei, the condition on $a$ changes.

## From the slope at a nucleus to the two limits

**Slope.** For $s\ge0$,

$$\psi(A+su)=e^{-as}+g(s),\qquad g(s)=e^{-a|A+su-B|}.$$

Since $A\ne B$, $g$ is differentiable at $0$. Its average $\tfrac12[g(s)+g(-s)]$ has derivative $\tfrac12[g'(0)-g'(0)]=0$ there. Only $e^{-as}$ contributes, so the averaged slope is $-a$. The value at the nucleus is $\psi(A)=1+e^{-aR}$. The cusp condition becomes $-a=-Z(1+e^{-aR})$. Exchanging $A$ and $B$ leaves $\psi$ unchanged, so the condition at $B$ is the same equation.

**Range.** Let $a$ be any solution. The exponential is positive, so $a>Z>0$. Then $aR>0$, hence $e^{-aR}<1$ and $a<2Z$.

**Existence.** Put $f(x)=x-Z(1+e^{-xR})$. This function is continuous, with

$$f(Z)=-Ze^{-ZR}<0,\qquad f(2Z)=Z(1-e^{-2ZR})>0,$$

so it has a zero between $Z$ and $2Z$.

**Uniqueness.** If $x<y$ were both solutions, subtraction would give $y-x=Z(e^{-yR}-e^{-xR})<0$, a contradiction.

**Explicit bounds.** From $Z<a<2Z$ it follows that $e^{-2ZR}<e^{-aR}<e^{-ZR}$. Multiplying by $Z$ and adding $Z$ gives the bounds.

**Decrease with distance.** Let $0<R<S$, where $S$ now denotes a second distance, with solutions $a$ at $R$ and $b$ at $S$. Suppose $b\ge a$. Then $aR<aS\le bS$, so $e^{-bS}<e^{-aR}$, and the two equations give $b<a$, a contradiction. Hence $b<a$.

**Limits.** As $R\to0^+$, $a(R)$ lies between $Z(1+e^{-2ZR})\to2Z$ and $2Z$. As $R\to\infty$, it lies between $Z$ and $Z(1+e^{-ZR})\to Z$.

## The Lean source

```lean
import Mathlib

open Set Filter Topology

namespace BondOrbitalContraction

noncomputable section

/-- Three-dimensional position space. -/
abbrev Space := EuclideanSpace ℝ (Fin 3)

/-- The unnormalised bonding sum of two Slater 1s functions with common exponent `a`,
centred at the nuclei `A` and `B`. -/
def bondingOrbital (a : ℝ) (A B r : Space) : ℝ :=
  Real.exp (-a * dist r A) + Real.exp (-a * dist r B)

/-- The nuclear cusp condition for charge `Z` at `A`: averaged over any two opposite directions,
the orbital leaves the nucleus with radial slope `-Z` times its value there. -/
def NuclearCusp (Z : ℝ) (ψ : Space → ℝ) (A : Space) : Prop :=
  ∀ u : Space, ‖u‖ = 1 →
    HasDerivWithinAt (fun s : ℝ => (ψ (A + s • u) + ψ (A - s • u)) / 2) (-Z * ψ A) (Ici 0) 0

/-- A function that is differentiable at the origin has zero slope there after averaging over
the two opposite directions. -/
theorem average_flat {g : ℝ → ℝ} (hg : DifferentiableAt ℝ g 0) :
    HasDerivAt (fun s : ℝ => (g s + g (-s)) / 2) 0 0 := by
  have h1 : HasDerivAt g (deriv g 0) (-0) := by
    rw [neg_zero]
    exact hg.hasDerivAt
  have h2 : HasDerivAt (fun s : ℝ => g (-s)) (-deriv g 0) 0 :=
    (h1.comp (0 : ℝ) (hasDerivAt_neg (0 : ℝ))).congr_deriv (by ring)
  exact ((hg.hasDerivAt.fun_add h2).div_const 2).congr_deriv (by ring)

/-- For distinct nuclei, the direction-averaged bonding orbital leaves nucleus `A` with slope
`-a`. -/
theorem bondingOrbital_slope (a : ℝ) {A B : Space} (h : A ≠ B) {u : Space} (hu : ‖u‖ = 1) :
    HasDerivWithinAt (fun s : ℝ =>
      (bondingOrbital a A B (A + s • u) + bondingOrbital a A B (A - s • u)) / 2)
      (-a) (Ici 0) 0 := by
  -- the tail of the distant Slater function is smooth at `A`
  have hg : DifferentiableAt ℝ (fun s : ℝ => Real.exp (-a * ‖A + s • u - B‖)) 0 := by
    have h1 : DifferentiableAt ℝ (fun s : ℝ => A + s • u - B) 0 := by fun_prop
    have h2 : DifferentiableAt ℝ (fun s : ℝ => ‖A + s • u - B‖) 0 :=
      h1.norm ℝ (by simpa [sub_eq_zero] using h)
    exact (h2.const_mul (-a)).exp
  -- the local Slater function supplies the whole slope
  have he : HasDerivAt (fun s : ℝ => Real.exp (-a * s)) (-a) 0 :=
    ((hasDerivAt_id (0 : ℝ)).const_mul (-a)).exp.congr_deriv (by simp)
  have key : ∀ s ∈ Ici (0 : ℝ),
      (bondingOrbital a A B (A + s • u) + bondingOrbital a A B (A - s • u)) / 2 =
      Real.exp (-a * s) + (Real.exp (-a * ‖A + s • u - B‖)
        + Real.exp (-a * ‖A + (-s) • u - B‖)) / 2 := by
    intro s hs
    have hs' : 0 ≤ s := hs
    have d1 : dist (A + s • u) A = s := by
      rw [dist_eq_norm, add_sub_cancel_left, norm_smul, hu, mul_one, Real.norm_of_nonneg hs']
    have d2 : dist (A - s • u) A = s := by
      rw [dist_eq_norm, sub_sub_cancel_left, norm_neg, norm_smul, hu, mul_one,
        Real.norm_of_nonneg hs']
    have d3 : A + (-s) • u = A - s • u := by rw [neg_smul, sub_eq_add_neg]
    rw [d3]
    unfold bondingOrbital
    rw [d1, d2, dist_eq_norm, dist_eq_norm]
    ring
  exact ((he.fun_add (average_flat hg)).congr_deriv (add_zero _)).hasDerivWithinAt.congr
    key (key 0 (by simp))

/-- For distinct nuclei, the bonding orbital obeys the cusp condition at `A` exactly when
`a = Z (1 + exp (-a R))`, where `R` is the internuclear distance. -/
theorem nuclearCusp_iff (Z a : ℝ) {A B : Space} (h : A ≠ B) :
    NuclearCusp Z (bondingOrbital a A B) A ↔ a = Z * (1 + Real.exp (-a * dist A B)) := by
  have hv : bondingOrbital a A B A = 1 + Real.exp (-a * dist A B) := by
    unfold bondingOrbital
    rw [dist_self, mul_zero, Real.exp_zero]
  constructor
  · intro hc
    have hu : ‖(EuclideanSpace.single 0 1 : Space)‖ = 1 := by simp
    have hU : UniqueDiffWithinAt ℝ (Ici (0 : ℝ)) 0 := uniqueDiffOn_Ici (0 : ℝ) 0 (by simp)
    have e := ((hc _ hu).derivWithin hU).symm.trans ((bondingOrbital_slope a h hu).derivWithin hU)
    rw [hv] at e
    linarith
  · intro ha u hu
    refine (bondingOrbital_slope a h hu).congr_deriv ?_
    rw [hv]
    linarith

/-- For positive `Z` and `R`, every solution of the cusp equation lies strictly between the
separated-atom value `Z` and the united-atom value `2Z`. -/
theorem exponent_between {Z R a : ℝ} (hZ : 0 < Z) (hR : 0 < R)
    (ha : a = Z * (1 + Real.exp (-a * R))) : Z < a ∧ a < 2 * Z := by
  have h1 : Z < a := by
    have := mul_pos hZ (Real.exp_pos (-a * R))
    linarith
  have h2 : Real.exp (-a * R) < 1 := by
    rw [Real.exp_lt_one_iff]
    have := mul_pos (hZ.trans h1) hR
    linarith
  have h3 := mul_lt_mul_of_pos_left h2 hZ
  exact ⟨h1, by linarith⟩

/-- For positive `Z` and `R`, every solution `a` of the cusp equation obeys the explicit bounds
`Z (1 + exp (-2ZR)) < a < Z (1 + exp (-ZR))`. -/
theorem exponent_bounds {Z R a : ℝ} (hZ : 0 < Z) (hR : 0 < R)
    (ha : a = Z * (1 + Real.exp (-a * R))) :
    Z * (1 + Real.exp (-(2 * Z) * R)) < a ∧ a < Z * (1 + Real.exp (-Z * R)) := by
  obtain ⟨h1, h2⟩ := exponent_between hZ hR ha
  have e1 : Real.exp (-(2 * Z) * R) < Real.exp (-a * R) :=
    Real.exp_lt_exp.mpr (by nlinarith)
  have e2 : Real.exp (-a * R) < Real.exp (-Z * R) :=
    Real.exp_lt_exp.mpr (by nlinarith)
  have m1 := mul_lt_mul_of_pos_left e1 hZ
  have m2 := mul_lt_mul_of_pos_left e2 hZ
  constructor <;> linarith

/-- For positive `Z` and `R`, exactly one real exponent solves the cusp equation. -/
theorem existsUnique_exponent {Z R : ℝ} (hZ : 0 < Z) (hR : 0 < R) :
    ∃! a : ℝ, a = Z * (1 + Real.exp (-a * R)) := by
  have hc : Continuous (fun a : ℝ => a - Z * (1 + Real.exp (-a * R))) := by fun_prop
  have hlo : Z - Z * (1 + Real.exp (-Z * R)) ≤ 0 := by
    have := mul_pos hZ (Real.exp_pos (-Z * R))
    linarith
  have hhi : 0 ≤ 2 * Z - Z * (1 + Real.exp (-(2 * Z) * R)) := by
    have h1 : Real.exp (-(2 * Z) * R) ≤ 1 :=
      Real.exp_le_one_iff.mpr (by nlinarith [mul_pos hZ hR])
    have := mul_le_mul_of_nonneg_left h1 hZ.le
    linarith
  -- the mismatch changes sign between `Z` and `2Z`
  obtain ⟨a, -, ha⟩ := intermediate_value_Icc (by linarith : Z ≤ 2 * Z) hc.continuousOn
    ⟨hlo, hhi⟩
  have ha' : a = Z * (1 + Real.exp (-a * R)) := sub_eq_zero.mp ha
  -- a larger exponent would need a larger overlap tail, but has a smaller one
  have mono : ∀ x y : ℝ, x = Z * (1 + Real.exp (-x * R)) →
      y = Z * (1 + Real.exp (-y * R)) → y ≤ x := by
    intro x y hx hy
    by_contra hlt
    have hlt' : x < y := not_le.mp hlt
    have e : Real.exp (-y * R) < Real.exp (-x * R) := Real.exp_lt_exp.mpr (by nlinarith)
    have := mul_lt_mul_of_pos_left e hZ
    linarith
  exact ⟨a, ha', fun b hb => le_antisymm (mono a b ha' hb) (mono b a hb ha')⟩

/-- For positive `Z`, stretching the bond from `R > 0` to `S > R` strictly lowers the exponent from
`a` to `b`, where each solves the cusp equation at its own distance. -/
theorem exponent_decreases {Z R S a b : ℝ} (hZ : 0 < Z) (hR : 0 < R) (hRS : R < S)
    (ha : a = Z * (1 + Real.exp (-a * R))) (hb : b = Z * (1 + Real.exp (-b * S))) : b < a := by
  by_contra hlt
  have hab : a ≤ b := not_lt.mp hlt
  have ha0 : 0 < a := hZ.trans (exponent_between hZ hR ha).1
  have h1 : a * R < a * S := mul_lt_mul_of_pos_left hRS ha0
  have h2 : a * S ≤ b * S := mul_le_mul_of_nonneg_right hab (hR.trans hRS).le
  have e : Real.exp (-b * S) < Real.exp (-a * R) := Real.exp_lt_exp.mpr (by linarith)
  have := mul_lt_mul_of_pos_left e hZ
  linarith

/-- Orbital contraction in a bond: for `Z > 0` and distinct nuclei at distance `R`, the bonding
orbital has the correct cusp at both nuclei for exactly one exponent `a R`, the unique solution
of `x = Z (1 + exp (-x R))`. It lies between `Z` and `2Z`, strictly decreases with `R > 0`, and
tends to `2Z` as `R` tends to zero from above and to `Z` as `R` tends to infinity. -/
theorem orbital_contraction {Z : ℝ} (hZ : 0 < Z) : ∃ a : ℝ → ℝ,
    (∀ A B : Space, A ≠ B → ∀ x : ℝ,
      (NuclearCusp Z (bondingOrbital x A B) A ∧ NuclearCusp Z (bondingOrbital x A B) B) ↔
        x = a (dist A B)) ∧
    (∀ R > 0, ∀ x : ℝ, x = Z * (1 + Real.exp (-x * R)) ↔ x = a R) ∧
    (∀ R > 0, Z < a R ∧ a R < 2 * Z) ∧
    StrictAntiOn a (Ioi 0) ∧
    Tendsto a (𝓝[>] 0) (𝓝 (2 * Z)) ∧
    Tendsto a atTop (𝓝 Z) := by
  have hex : ∀ R : ℝ, ∃ a : ℝ, 0 < R → a = Z * (1 + Real.exp (-a * R)) := by
    intro R
    by_cases hR : 0 < R
    · obtain ⟨a, ha, -⟩ := existsUnique_exponent hZ hR
      exact ⟨a, fun _ => ha⟩
    · exact ⟨0, fun h => absurd h hR⟩
  choose a ha using hex
  have hiff : ∀ R > 0, ∀ x : ℝ, x = Z * (1 + Real.exp (-x * R)) ↔ x = a R := by
    intro R hR x
    constructor
    · intro hx
      exact (existsUnique_exponent hZ hR).unique hx (ha R hR)
    · intro hx
      rw [hx]
      exact ha R hR
  refine ⟨a, ?_, hiff, fun R hR => exponent_between hZ hR (ha R hR), ?_, ?_, ?_⟩
  · intro A B hAB x
    -- exchanging the nuclei leaves the bonding orbital unchanged
    have hsymm : bondingOrbital x A B = bondingOrbital x B A := by
      funext r
      exact add_comm _ _
    have hB : NuclearCusp Z (bondingOrbital x A B) B ↔
        x = Z * (1 + Real.exp (-x * dist A B)) := by
      rw [hsymm, dist_comm A B]
      exact nuclearCusp_iff Z x hAB.symm
    rw [nuclearCusp_iff Z x hAB, hB, and_self_iff]
    exact hiff _ (dist_pos.mpr hAB) x
  · intro R hR S hS hRS
    exact exponent_decreases hZ hR hRS (ha R hR) (ha S hS)
  · -- united-atom limit, squeezed from below by the explicit bound
    have hl : Tendsto (fun R : ℝ => Z * (1 + Real.exp (-(2 * Z) * R))) (𝓝[>] 0)
        (𝓝 (2 * Z)) := by
      refine Tendsto.mono_left ?_ nhdsWithin_le_nhds
      have hc : Continuous (fun R : ℝ => Z * (1 + Real.exp (-(2 * Z) * R))) := by fun_prop
      have h := hc.tendsto 0
      simp only [mul_zero, Real.exp_zero] at h
      convert h using 2
      ring
    refine tendsto_of_tendsto_of_tendsto_of_le_of_le' hl tendsto_const_nhds ?_ ?_
    · filter_upwards [self_mem_nhdsWithin] with R hR
      exact (exponent_bounds hZ hR (ha R hR)).1.le
    · filter_upwards [self_mem_nhdsWithin] with R hR
      exact (exponent_between hZ hR (ha R hR)).2.le
  · -- separated-atom limit, squeezed from above by the explicit bound
    have hneg : -Z < 0 := by linarith
    have he : Tendsto (fun R : ℝ => Real.exp (-Z * R)) atTop (𝓝 0) :=
      Real.tendsto_exp_atBot.comp (tendsto_id.const_mul_atTop_of_neg hneg)
    have hu : Tendsto (fun R : ℝ => Z * (1 + Real.exp (-Z * R))) atTop (𝓝 Z) := by
      have h := (he.const_add 1).const_mul Z
      rwa [add_zero, mul_one] at h
    refine tendsto_of_tendsto_of_tendsto_of_le_of_le' tendsto_const_nhds hu ?_ ?_
    · filter_upwards [eventually_gt_atTop (0 : ℝ)] with R hR
      exact (exponent_between hZ hR (ha R hR)).1.le
    · filter_upwards [eventually_gt_atTop (0 : ℝ)] with R hR
      exact (exponent_bounds hZ hR (ha R hR)).2.le

end

end BondOrbitalContraction
```

```lean
#print axioms BondOrbitalContraction.nuclearCusp_iff
#print axioms BondOrbitalContraction.orbital_contraction
```

```
'BondOrbitalContraction.nuclearCusp_iff' depends on axioms: [propext, Classical.choice, Quot.sound]
'BondOrbitalContraction.orbital_contraction' depends on axioms: [propext, Classical.choice, Quot.sound]
```

## What the theorems say, and how far they reach

`Space` is three-dimensional Euclidean space, `bondingOrbital a A B` is $\psi$, and `dist A B` is $R$. `NuclearCusp Z ψ A` is the averaged condition above. It is a one-sided derivative, taken at $0$ within the half-line `Ici 0`, and it is required for every unit vector `u`.

The main theorem, `orbital_contraction`, assumes only $Z>0$. It provides one function `a` of the distance, while the trial exponent is called `x`. Its clauses state that:

- for distinct nuclei, the cusp condition holds at both exactly when `x = a (dist A B)`;
- for $R>0$, a real number `x` solves the exponent equation exactly when `x = a R`;
- `a R` lies strictly between $Z$ and $2Z$ for $R>0$;
- `a` is strictly decreasing on the positive half-line;
- `a` has the limits $2Z$ and $Z$.

The exponent `x` ranges over all real numbers, so uniqueness does not presuppose a decaying orbital. The explicit bounds are a separate theorem, `exponent_bounds`.

The proof follows the derivation closely:

- `average_flat` shows that the average of $g(s)$ and $g(-s)$ has zero slope at $s=0$ when $g$ is differentiable there.
- `bondingOrbital_slope` applies this to the distant Slater function. Its intermediate statement `key` rewrites the averaged orbital for $s\ge0$ as $e^{-as}$ plus the averaged tail.
- `nuclearCusp_iff` compares two expressions for the same derivative. One coordinate direction is enough to obtain the equation; conversely, the equation gives the condition in every direction.
- `exponent_between` and `exponent_bounds` prove the inequalities.
- `existsUnique_exponent` uses the intermediate value theorem, then applies the monotonicity argument in both orders.
- `exponent_decreases` is the argument by contradiction for two distances.

The main theorem collects the solutions into a function, uses the symmetry of the orbital for the second nucleus, and squeezes both limits.

The limit $R\to0^+$ has a direct physical reading: $2Z$ is the 1s exponent of the united atom, whose nuclear charge is $2Z$. Exactly at $A=B$, however, the equivalence in `nuclearCusp_iff` fails. The orbital is then $2e^{-a|r-A|}$, with slope $-2a$ and value $2$, so the cusp condition for charge $Z$ gives $a=Z$, while the exponent equation at $R=0$ gives $a=2Z$. The distant tail has become a second cusp, and the charge in the condition has not been doubled. For $Z>0$, the equivalence therefore needs distinct nuclei.

The step from this model to a molecule is the assumption that the orbital has the two-Slater form. The exact orbital of H$_2^+$ obeys the cusp condition without being such a sum, so $a(R)$ describes the contraction of the model orbital. Nor need $a(R)$ be the exponent that minimises the energy: the condition controls the orbital at the nuclei, whereas the energy depends on it everywhere. Unequal charges and separate exponents on the two centres would need a different pair of equations.

The theorems concern real numbers, so the rounding and stopping criterion of a root finder remain the code's responsibility. The remarks on local energy, normalisation and coincident nuclei rest on ordinary calculus, not on the Lean proof.
